# For levels of even spacing $d$ and a constant gap $D$, the midpoint pairing sum lies within $d/(2D)$ of the continuum integral

A: For $d, D > 0$ and any number $N$ of levels at $x_n = (n+\tfrac12)d$, $0 \le n < N$,

$$\left|\sum_{n=0}^{N-1}\frac{d}{\sqrt{x_n^2+D^2}}-\int_0^{Nd}\frac{dx}{\sqrt{x^2+D^2}}\right|<\frac{d}{2D}.$$

A spacing well below the gap therefore makes the absolute error of the sum small, whatever the cutoff $Nd$.

Q: Which physical sum is this?

A: The one in the zero-temperature BCS gap equation. Here $x$ is the level energy measured from the chemical potential, and $D$ is the gap usually written $\Delta$. The levels lie symmetrically about the chemical potential, so the sum runs over the upper half only; the lower half cancels the usual factor $\tfrac12$.

In Lean 4 with Mathlib:

```lean
import Mathlib

open Filter Topology

namespace GapEquationMesh

noncomputable section

/-- The inverse quasiparticle energy `1/√(x² + D²)` at level energy `x` and gap `D`,
for `x` and `D` not both zero. -/
def pairKernel (D x : ℝ) : ℝ := 1 / √(x ^ 2 + D ^ 2)

/-- The pairing sum over `N` levels at the midpoints `(n + 1/2) d`, weighted by the level
spacing `d`, for a nonzero gap `D`. -/
def pairingSum (d D : ℝ) (N : ℕ) : ℝ :=
  ∑ n ∈ Finset.range N, d * pairKernel D (((n : ℝ) + 1 / 2) * d)
```

`pairKernel D x` is the inverse quasiparticle energy, and `pairingSum d D N` is the weighted sum. All quantities are real numbers, with energies in one common unit.

Q: Real spectra are not evenly spaced.

A: Replacing a real spectrum by even levels with one constant gap is the step that the hypotheses leave to you. Within that mean-field model, the bound tells you how small a spacing suffices for a chosen absolute error in the pairing sum at a given gap.

Q: Where does the bound come from?

A: From monotonicity. If $f$ decreases on $[a,b]$, then $(b-a)f(b)\le\int_a^b f\le(b-a)f(a)$.

```lean
/-- The integral of a decreasing function over an interval lies between the rectangles
built on its right and left endpoint values. -/
theorem integral_between {f : ℝ → ℝ} {a b : ℝ} (hab : a ≤ b)
    (hf : AntitoneOn f (Set.Icc a b)) :
    (b - a) * f b ≤ (∫ x in a..b, f x) ∧ (∫ x in a..b, f x) ≤ (b - a) * f a := by
  have hi : IntervalIntegrable f MeasureTheory.volume a b := by
    apply AntitoneOn.intervalIntegrable
    rwa [Set.uIcc_of_le hab]
  constructor
  · have h : (∫ _x in a..b, f b) ≤ ∫ x in a..b, f x :=
      intervalIntegral.integral_mono_on hab (continuous_const.intervalIntegrable a b) hi
        (fun x hx => hf hx (Set.right_mem_Icc.2 hab) hx.2)
    rwa [intervalIntegral.integral_const, smul_eq_mul] at h
  · have h : (∫ x in a..b, f x) ≤ ∫ _x in a..b, f a :=
      intervalIntegral.integral_mono_on hab hi (continuous_const.intervalIntegrable a b)
        (fun x hx => hf (Set.left_mem_Icc.2 hab) hx hx.1)
    rwa [intervalIntegral.integral_const, smul_eq_mul] at h
```

The proof compares $f$ with its two endpoint constants under the integral.

Now cut a cell $[a,a+d]$ at its midpoint $m=a+d/2$. Adding the bounds for the two halves gives

$$\tfrac d2\,[f(m)+f(a+d)]\le\int_a^{a+d}f\le\tfrac d2\,[f(a)+f(m)].$$

Subtract $d f(m)$. Since $f(a+d)\le f(m)\le f(a)$, the error is at most $\tfrac d2[f(a)-f(a+d)]$ in either direction.

```lean
/-- In one cell of width `d ≥ 0`, the midpoint error of a decreasing function is at most
`d/2` times the drop of the function across the cell. -/
theorem midpoint_cell {f : ℝ → ℝ} {a d : ℝ} (hd : 0 ≤ d)
    (hf : AntitoneOn f (Set.Icc a (a + d))) :
    |d * f (a + d / 2) - ∫ x in a..(a + d), f x| ≤ d / 2 * (f a - f (a + d)) := by
  have l1 : a ≤ a + d / 2 := by linarith
  have l2 : a + d / 2 ≤ a + d := by linarith
  have f1 : AntitoneOn f (Set.Icc a (a + d / 2)) := hf.mono (Set.Icc_subset_Icc le_rfl l2)
  have f2 : AntitoneOn f (Set.Icc (a + d / 2) (a + d)) :=
    hf.mono (Set.Icc_subset_Icc l1 le_rfl)
  have i1 : IntervalIntegrable f MeasureTheory.volume a (a + d / 2) := by
    apply AntitoneOn.intervalIntegrable
    rwa [Set.uIcc_of_le l1]
  have i2 : IntervalIntegrable f MeasureTheory.volume (a + d / 2) (a + d) := by
    apply AntitoneOn.intervalIntegrable
    rwa [Set.uIcc_of_le l2]
  -- compare each half cell with its endpoint rectangles
  obtain ⟨p1, p2⟩ := integral_between l1 f1
  obtain ⟨q1, q2⟩ := integral_between l2 f2
  have e1 : a + d / 2 - a = d / 2 := by ring
  have e2 : a + d - (a + d / 2) = d / 2 := by ring
  rw [e1] at p1 p2
  rw [e2] at q1 q2
  have m1 : d / 2 * f (a + d / 2) ≤ d / 2 * f a :=
    mul_le_mul_of_nonneg_left (f1 (Set.left_mem_Icc.2 l1) (Set.right_mem_Icc.2 l1) l1)
      (by linarith)
  have m2 : d / 2 * f (a + d) ≤ d / 2 * f (a + d / 2) :=
    mul_le_mul_of_nonneg_left (f2 (Set.left_mem_Icc.2 l2) (Set.right_mem_Icc.2 l2) l2)
      (by linarith)
  rw [← intervalIntegral.integral_add_adjacent_intervals i1 i2, abs_le]
  constructor <;> linarith
```

Here `p1`, `p2`, `q1` and `q2` are the half-cell bounds, `m1` and `m2` are the monotonicity inequalities, and `linarith` combines them.

Q: Don't the cell errors pile up as $N$ grows?

A: No, because the drops telescope:

$$\sum_{n=0}^{N-1}\tfrac d2\,[f(nd)-f((n+1)d)]=\tfrac d2\,[f(0)-f(Nd)].$$

```lean
/-- For a function decreasing on the half-line `x ≥ 0`, the midpoint sum with spacing `d ≥ 0`
misses the integral by at most `d/2` times the total drop of the function. -/
theorem midpoint_sum {f : ℝ → ℝ} {d : ℝ} (hd : 0 ≤ d) (hf : AntitoneOn f (Set.Ici 0))
    (N : ℕ) :
    |∑ n ∈ Finset.range N, d * f (((n : ℝ) + 1 / 2) * d) - ∫ x in (0 : ℝ)..(N * d), f x|
      ≤ d / 2 * (f 0 - f (N * d)) := by
  have hint : ∀ p q : ℝ, 0 ≤ p → p ≤ q →
      IntervalIntegrable f MeasureTheory.volume p q := by
    intro p q hp hpq
    apply AntitoneOn.intervalIntegrable
    rw [Set.uIcc_of_le hpq]
    exact hf.mono (fun x hx => Set.mem_Ici.2 (hp.trans hx.1))
  induction N with
  | zero => simp
  | succ N ih =>
    have e1 : ((N + 1 : ℕ) : ℝ) * d = N * d + d := by push_cast; ring
    have e2 : ((N : ℝ) + 1 / 2) * d = N * d + d / 2 := by ring
    have h0 : (0 : ℝ) ≤ N * d := by positivity
    have hc := midpoint_cell (a := N * d) hd
      (hf.mono (fun x hx => Set.mem_Ici.2 (h0.trans hx.1)))
    have hs := intervalIntegral.integral_add_adjacent_intervals
      (hint 0 (N * d) le_rfl h0) (hint (N * d) (N * d + d) h0 (by linarith))
    -- the drops of successive cells telescope
    rw [Finset.sum_range_succ, e1, e2, ← hs]
    rw [abs_le] at ih hc ⊢
    constructor <;> linarith [ih.1, ih.2, hc.1, hc.2]
```

This is an induction on $N$ that adds one cell at a time. For $N=0$ both sides vanish.

Q: And the pairing kernel qualifies?

A: For $x\ge0$, increasing $x$ increases $\sqrt{x^2+D^2}$, so its inverse decreases.

```lean
/-- For a positive gap, the inverse quasiparticle energy decreases with the level energy
`x ≥ 0`. -/
theorem pairKernel_antitone {D : ℝ} (hD : 0 < D) :
    AntitoneOn (pairKernel D) (Set.Ici 0) := by
  intro x hx y _ hxy
  have h := pow_le_pow_left₀ (Set.mem_Ici.1 hx) hxy 2
  exact one_div_le_one_div_of_le (Real.sqrt_pos.2 (by positivity))
    (Real.sqrt_le_sqrt (by linarith))
```

The integral is also known in closed form, since

$$\frac{d}{dx}\operatorname{arsinh}\frac xD=\frac{1/D}{\sqrt{1+x^2/D^2}}=\frac1{\sqrt{x^2+D^2}},\qquad \int_0^W\frac{dx}{\sqrt{x^2+D^2}}=\operatorname{arsinh}\frac WD.$$

```lean
/-- For a positive gap `D`, the continuum pairing integral from `0` to `W` equals
`arsinh (W/D)`. -/
theorem integral_pairKernel {D : ℝ} (hD : 0 < D) (W : ℝ) :
    ∫ x in (0 : ℝ)..W, pairKernel D x = Real.arsinh (W / D) := by
  have hder : ∀ x : ℝ, HasDerivAt (fun y => Real.arsinh (y / D)) (pairKernel D x) x := by
    intro x
    have hin : HasDerivAt (fun y : ℝ => y / D) (1 / D) x := (hasDerivAt_id' x).div_const D
    have hout : HasDerivAt Real.arsinh (√(1 + (x / D) ^ 2))⁻¹ ((fun y : ℝ => y / D) x) :=
      Real.hasDerivAt_arsinh (x / D)
    have h := hout.comp x hin
    refine h.congr_deriv ?_
    have hx : D * (x / D) = x := by field_simp
    have e : x ^ 2 + D ^ 2 = D ^ 2 * (1 + (x / D) ^ 2) := by
      linear_combination (-(D * (x / D) + x)) * hx
    rw [pairKernel, e, Real.sqrt_mul (sq_nonneg D), Real.sqrt_sq hD.le, one_div, one_div,
      mul_inv, mul_comm]
  have hcont : Continuous (pairKernel D) := by
    have hs : Continuous (fun x : ℝ => √(x ^ 2 + D ^ 2)) := by fun_prop
    exact continuous_const.div hs (fun x => (Real.sqrt_pos.2 (by positivity)).ne')
  rw [intervalIntegral.integral_eq_sub_of_hasDerivAt (fun x _ => hder x)
    (hcont.intervalIntegrable 0 W)]
  simp
```

`hder` is this derivative; the fundamental theorem of calculus does the rest.

For the main bound, put $f(0)=1/D$ and $f(Nd)>0$ into the telescoped estimate: $\tfrac d2[1/D-f(Nd)]<d/(2D)$.

```lean
/-- For positive spacing `d` and gap `D`, the midpoint pairing sum differs from the continuum
pairing integral over `[0, N d]` by less than `d/(2D)`. -/
theorem pairingSum_error {d D : ℝ} (hd : 0 < d) (hD : 0 < D) (N : ℕ) :
    |pairingSum d D N - ∫ x in (0 : ℝ)..(N * d), pairKernel D x| < d / (2 * D) := by
  have h : |pairingSum d D N - ∫ x in (0 : ℝ)..(N * d), pairKernel D x|
      ≤ d / 2 * (pairKernel D 0 - pairKernel D (N * d)) :=
    midpoint_sum hd.le (pairKernel_antitone hD) N
  have h0 : pairKernel D 0 = 1 / D := by simp [pairKernel, Real.sqrt_sq hD.le]
  have hpos : 0 < pairKernel D (N * d) :=
    one_div_pos.2 (Real.sqrt_pos.2 (by positivity))
  have e : d / (2 * D) = d / 2 * (1 / D) := by field_simp
  rw [h0] at h
  rw [e]
  exact h.trans_lt (mul_lt_mul_of_pos_left (by linarith) (by linarith))
```

Q: Give me numbers.

A: Take $d=D=1$ and $N=1$. The sum is $1/\sqrt{1.25}\approx0.8944$ and the integral is $\operatorname{arsinh}1\approx0.8814$. They differ by about $0.013$, while the bound is $0.5$. It is a guarantee, not an estimate of the actual error. At fixed cutoff and gap, the actual error falls as $d^2$ for small $d$, as is usual for the midpoint rule with a smooth integrand.

Q: The kernel contains only $D^2$. Why insist on $D>0$?

A: Because the bound contains $D$ itself. With $D=-1$ and $d=N=1$ the difference is still $0.013$, but $d/(2D)=-0.5$. So $D\ne0$ alone is not enough for the inequality as written.

Q: I solve for the gap; I don't prescribe it.

A: Then suppose that $D>0$ solves $\lambda S=1$, where $S$ is the pairing sum and $\lambda$, written `lam`, is the dimensionless coupling: interaction strength times the density of states for one spin, here $1/d$. Thus $S=1/\lambda$, and the error bound reads

$$\frac1\lambda-\frac d{2D}<\operatorname{arsinh}\frac{Nd}D<\frac1\lambda+\frac d{2D}.$$

Apply the increasing function $\sinh$ and multiply by $D$.

```lean
/-- If a gap `D > 0` solves the discrete gap equation with coupling `lam` and spacing `d > 0`,
the cutoff `N d` lies between `D sinh (1/lam - d/(2D))` and `D sinh (1/lam + d/(2D))`. -/
theorem discrete_gap_bracket {d D lam : ℝ} (hd : 0 < d) (hD : 0 < D) (N : ℕ)
    (hgap : lam * pairingSum d D N = 1) :
    D * Real.sinh (1 / lam - d / (2 * D)) < N * d ∧
      N * d < D * Real.sinh (1 / lam + d / (2 * D)) := by
  have hl : lam ≠ 0 := by
    intro h
    rw [h, zero_mul] at hgap
    exact zero_ne_one hgap
  have hS : pairingSum d D N = 1 / lam := by
    rw [eq_div_iff hl, mul_comm]
    exact hgap
  have h := pairingSum_error hd hD N
  rw [integral_pairKernel hD, hS, abs_lt] at h
  -- apply the increasing function sinh to both bounds on arsinh
  have h1 := Real.sinh_lt_sinh.2
    (show 1 / lam - d / (2 * D) < Real.arsinh (N * d / D) by linarith [h.2])
  have h2 := Real.sinh_lt_sinh.2
    (show Real.arsinh (N * d / D) < 1 / lam + d / (2 * D) by linarith [h.1])
  rw [Real.sinh_arsinh] at h1 h2
  rw [lt_div_iff₀ hD] at h1
  rw [div_lt_iff₀ hD] at h2
  constructor <;> linarith
```

This brackets the continuum relation $W=D\sinh(1/\lambda)$ at $W=Nd$. That a solution $D$ exists is assumed in `hgap`.

Q: And if I refine the mesh at fixed cutoff?

A: Set $d=W/N$ with $W$ and $D$ fixed. The error is below $W/(2ND)$, which tends to zero, so the sum tends to $\operatorname{arsinh}(W/D)$.

```lean
/-- At fixed cutoff `W > 0` and gap `D > 0`, the pairing sum over `N` levels of spacing `W/N`
converges to `arsinh (W/D)` as `N` grows. -/
theorem pairingSum_tendsto {W D : ℝ} (hW : 0 < W) (hD : 0 < D) :
    Tendsto (fun N : ℕ => pairingSum (W / N) D N) atTop (𝓝 (Real.arsinh (W / D))) := by
  have hlim : Tendsto (fun N : ℕ => W / (N : ℝ) / (2 * D)) atTop (𝓝 0) := by
    simpa only [zero_div] using (tendsto_const_div_atTop_nhds_zero_nat W).div_const (2 * D)
  rw [tendsto_iff_norm_sub_tendsto_zero]
  refine squeeze_zero' (Eventually.of_forall fun N => norm_nonneg _) ?_ hlim
  filter_upwards [eventually_gt_atTop 0] with N hN
  have hN' : (0 : ℝ) < N := Nat.cast_pos.2 hN
  have e : (N : ℝ) * (W / N) = W := by field_simp
  have h := pairingSum_error (div_pos hW hN') hD N
  rw [integral_pairKernel hD, e] at h
  rw [Real.norm_eq_abs]
  exact h.le

end

end GapEquationMesh
```

The proof squeezes the error between zero and that bound for $N>0$. The gap stays fixed in this limit; the theorem does not follow the solution of the gap equation as the mesh changes.

```lean
#print axioms GapEquationMesh.pairingSum_error
#print axioms GapEquationMesh.discrete_gap_bracket
#print axioms GapEquationMesh.pairingSum_tendsto
```

```
'GapEquationMesh.pairingSum_error' depends on axioms: [propext, Classical.choice, Quot.sound]
'GapEquationMesh.discrete_gap_bracket' depends on axioms: [propext, Classical.choice, Quot.sound]
'GapEquationMesh.pairingSum_tendsto' depends on axioms: [propext, Classical.choice, Quot.sound]
```
